# A geometric bound on the multipole truncation error for finitely many point charges

Charges $q_i$ sit at positions $y_i$, and the potential is evaluated at $x$. Units are Gaussian, so a unit charge at distance $d$ gives $1/d$. The expansion centre is the origin, $r=\|x\|$, $g_i$ is the angle between $y_i$ and $x$, and $Q=\sum_i|q_i|$.

```lean
import Mathlib

open Finset InnerProductGeometry

namespace MultipoleTruncation

noncomputable section
```

This loads Mathlib, Lean's mathematical library, and opens a namespace.

```lean
/-- The coefficient `c_k = C(2k,k) / 4^k`. -/
def coeff (k : ℕ) : ℝ := (Nat.centralBinom k : ℝ) / 4 ^ k
```

The coefficients are $c_k=\binom{2k}{k}/4^k$, starting with $c_0=1$.

```lean
/-- The Legendre function `P_n(cos g)` as a cosine sum: the pairs `(k, n - k)` contribute
`c_k c_(n-k) cos((n - 2k) g)`. -/
def legendreCos (n : ℕ) (g : ℝ) : ℝ :=
  ∑ p ∈ antidiagonal n, coeff p.1 * coeff p.2 * Real.cos (((p.2 : ℝ) - p.1) * g)
```

`antidiagonal n` is the set of index pairs with sum $n$. Writing a pair as $(k,n-k)$, the definition reads
$$P_n(\cos g)=\sum_{k=0}^n c_k\,c_{n-k}\cos((n-2k)g).$$

```lean
variable {E ι : Type*} [NormedAddCommGroup E] [InnerProductSpace ℝ E] [Fintype ι]

/-- The Coulomb potential at `x` of charges `q i` at `y i`, for `x` different from every `y i`. -/
def potential (q : ι → ℝ) (y : ι → E) (x : E) : ℝ := ∑ i, q i / ‖x - y i‖
```

`E` is any real inner product space; physical space is the case $\mathbb R^3$. The finite type `ι` labels the charges. The potential is $\sum_i q_i/\|x-y_i\|$.

```lean
/-- The multipole expansion of the potential through order `p`, for `x ≠ 0`. -/
def multipole (p : ℕ) (q : ι → ℝ) (y : ι → E) (x : E) : ℝ :=
  ∑ i, ∑ n ∈ range (p + 1),
    q i * ‖y i‖ ^ n * legendreCos n (angle (y i) x) / ‖x‖ ^ (n + 1)
```

Here `p` is the truncation order, and the expansion is
$$\sum_i\sum_{n=0}^{p} q_i\,\frac{\|y_i\|^n}{r^{n+1}}\,P_n(\cos g_i).$$
For a charge at the origin the angle is only a convention, but it has no effect: just the $n=0$ term survives, and $P_0=1$.

```lean
/-- The coefficients are nonnegative. -/
lemma coeff_nonneg (k : ℕ) : 0 ≤ coeff k := by
  unfold coeff
  positivity
```

Every $c_k\ge 0$; `positivity` finds this from the form of the expression.

```lean
/-- The recurrence between successive coefficients. -/
lemma coeff_succ (k : ℕ) : 2 * ((k : ℝ) + 1) * coeff (k + 1) = (2 * k + 1) * coeff k := by
  have h : ((k : ℝ) + 1) * (Nat.centralBinom (k + 1) : ℝ)
      = 2 * (2 * k + 1) * (Nat.centralBinom k : ℝ) := by
    exact_mod_cast Nat.succ_mul_centralBinom_succ k
  unfold coeff
  rw [pow_succ]
  linear_combination (1 / (2 * (4 : ℝ) ^ k)) * h
```

Dividing $(k+1)\binom{2k+2}{k+1}=2(2k+1)\binom{2k}{k}$ by $2\cdot4^k$ gives $2(k+1)c_{k+1}=(2k+1)c_k$. `linear_combination` does this division.

```lean
/-- The coefficients convolve to one: `∑ c_k c_(n-k) = 1` for every `n`. -/
theorem coeff_conv (n : ℕ) : ∑ p ∈ antidiagonal n, coeff p.1 * coeff p.2 = 1 := by
  induction n with
  | zero => simp [coeff]
  | succ n ih =>
    -- split the weight `n + 1` into the two indices and lower each by the recurrence
    have h : ((n : ℝ) + 1) * ∑ p ∈ antidiagonal (n + 1), coeff p.1 * coeff p.2
        = ((n : ℝ) + 1) * ∑ p ∈ antidiagonal n, coeff p.1 * coeff p.2 := by
      calc _ = ∑ p ∈ antidiagonal (n + 1), (p.1 : ℝ) * (coeff p.1 * coeff p.2)
            + ∑ p ∈ antidiagonal (n + 1), (p.2 : ℝ) * (coeff p.1 * coeff p.2) := by
            rw [mul_sum, ← sum_add_distrib]
            refine sum_congr rfl fun p hp => ?_
            have e : (p.1 : ℝ) + p.2 = n + 1 := by exact_mod_cast mem_antidiagonal.mp hp
            rw [← e]
            ring
        _ = _ := by
            rw [Finset.Nat.sum_antidiagonal_succ, Finset.Nat.sum_antidiagonal_succ', mul_sum]
            simp only [Nat.cast_zero, zero_mul, zero_add]
            rw [← sum_add_distrib]
            refine sum_congr rfl fun p hp => ?_
            have e : (p.1 : ℝ) + p.2 = n := by exact_mod_cast mem_antidiagonal.mp hp
            push_cast
            linear_combination (coeff p.2 / 2) * coeff_succ p.1
              + (coeff p.1 / 2) * coeff_succ p.2 + coeff p.1 * coeff p.2 * e
    rw [ih] at h
    exact mul_left_cancel₀ (by positivity : (n : ℝ) + 1 ≠ 0) h
```

Let $S_n=\sum_k c_kc_{n-k}$. Then $S_0=1$. For the induction step, split $n+1=k+(n+1-k)$ inside $(n+1)S_{n+1}$, drop the vanishing end terms and shift the index in the first sum:
$$(n+1)S_{n+1}=\sum_{k=0}^n\big[(k+1)c_{k+1}c_{n-k}+(n-k+1)c_kc_{n-k+1}\big].$$
By the recurrence the bracket is $\big[(k+\tfrac12)+(n-k+\tfrac12)\big]c_kc_{n-k}=(n+1)c_kc_{n-k}$. Hence $S_{n+1}=S_n=1$.

```lean
/-- The Legendre functions are bounded by one at every real angle. -/
theorem abs_legendreCos_le_one (n : ℕ) (g : ℝ) : |legendreCos n g| ≤ 1 := by
  rw [← coeff_conv n]
  refine (abs_sum_le_sum_abs _ _).trans (sum_le_sum fun p _ => ?_)
  have h := mul_nonneg (coeff_nonneg p.1) (coeff_nonneg p.2)
  rw [abs_mul, abs_of_nonneg h]
  exact mul_le_of_le_one_right h (Real.abs_cos_le_one _)
```

Since $|\cos|\le1$ and the weights are nonnegative, $|P_n(\cos g)|\le\sum_k c_kc_{n-k}=1$.

```lean
/-- The series `∑ c_k z^k` converges absolutely for `|z| < 1`. -/
lemma summable_coeff {z : ℂ} (hz : ‖z‖ < 1) : Summable fun k => ‖(coeff k : ℂ) * z ^ k‖ := by
  refine Summable.of_nonneg_of_le (fun _ => norm_nonneg _) (fun k => ?_)
    (summable_geometric_of_lt_one (norm_nonneg z) hz)
  have h : coeff k * coeff 0 ≤ 1 :=
    (single_le_sum (f := fun p : ℕ × ℕ => coeff p.1 * coeff p.2)
      (fun p _ => mul_nonneg (coeff_nonneg p.1) (coeff_nonneg p.2))
      (show (k, 0) ∈ antidiagonal k by simp)).trans_eq (coeff_conv k)
  have c0 : coeff 0 = 1 := by simp [coeff]
  rw [c0, mul_one] at h
  rw [norm_mul, norm_pow, Complex.norm_real, Real.norm_of_nonneg (coeff_nonneg k)]
  exact mul_le_of_le_one_left (by positivity) h
```

The single term $c_kc_0$ is at most $S_k=1$, so $c_k\le1$, and $\sum_k c_kz^k$ converges absolutely for $|z|<1$ by comparison with a geometric series.

```lean
/-- The series `∑ c_k z^k` squares to `1 / (1 - z)` for `|z| < 1`. -/
lemma coeff_series_sq {z : ℂ} (hz : ‖z‖ < 1) :
    (∑' k, (coeff k : ℂ) * z ^ k) * (∑' k, (coeff k : ℂ) * z ^ k) = (1 - z)⁻¹ := by
  have hs := summable_coeff hz
  rw [tsum_mul_tsum_eq_tsum_sum_antidiagonal_of_summable_norm hs hs,
    ← tsum_geometric_of_norm_lt_one hz]
  refine tsum_congr fun n => ?_
  calc _ = ∑ p ∈ antidiagonal n, ((coeff p.1 * coeff p.2 : ℝ) : ℂ) * z ^ n :=
        sum_congr rfl fun p hp => by
          rw [← mem_antidiagonal.mp hp, pow_add]
          push_cast
          ring
    _ = z ^ n := by
        rw [← sum_mul, ← Complex.ofReal_sum, coeff_conv, Complex.ofReal_one, one_mul]
```

Call this series $F(z)$; `∑'` denotes an infinite sum. Multiplying out and collecting powers,
$$F(z)^2=\sum_n S_nz^n=\sum_n z^n=\frac1{1-z}.$$

```lean
/-- The Legendre generating function: for `|t| < 1` the series `∑ P_n(cos g) t^n` converges
to `1 / √(1 - 2 t cos g + t²)`. -/
theorem legendre_generating (g : ℝ) {t : ℝ} (ht : |t| < 1) :
    HasSum (fun n => legendreCos n g * t ^ n) (1 / √(1 - 2 * t * Real.cos g + t ^ 2)) := by
  obtain ⟨z, hzd⟩ : ∃ z : ℂ, z = (t : ℂ) * Complex.exp (g * Complex.I) := ⟨_, rfl⟩
  have hz : ‖z‖ < 1 := by
    rwa [hzd, norm_mul, Complex.norm_exp_ofReal_mul_I, mul_one, Complex.norm_real,
      Real.norm_eq_abs]
  have hpow (k : ℕ) : (coeff k : ℂ) * z ^ k
      = ((coeff k * t ^ k : ℝ) : ℂ) * Complex.exp (((k * g : ℝ) : ℂ) * Complex.I) := by
    rw [hzd, mul_pow, ← Complex.exp_nat_mul]
    push_cast
    rw [mul_assoc (k : ℂ)]
    ring
  have hre (k : ℕ) : ((coeff k : ℂ) * z ^ k).re = coeff k * t ^ k * Real.cos (k * g) := by
    rw [hpow, Complex.re_ofReal_mul, Complex.exp_ofReal_mul_I_re]
  have him (k : ℕ) : ((coeff k : ℂ) * z ^ k).im = coeff k * t ^ k * Real.sin (k * g) := by
    rw [hpow, Complex.im_ofReal_mul, Complex.exp_ofReal_mul_I_im]
  have hs := summable_coeff hz
  have hs' : Summable fun k => ‖star ((coeff k : ℂ) * z ^ k)‖ := by
    simpa only [norm_star] using hs
  -- multiply the series by its conjugate and take real parts
  have h := (summable_norm_sum_mul_antidiagonal_of_summable_norm hs hs').of_norm.hasSum
  rw [← tsum_mul_tsum_eq_tsum_sum_antidiagonal_of_summable_norm hs hs',
    hs.of_norm.hasSum.star.tsum_eq] at h
  have hfun : (fun n => legendreCos n g * t ^ n) = fun n => (∑ p ∈ antidiagonal n,
      ((coeff p.1 : ℂ) * z ^ p.1) * star ((coeff p.2 : ℂ) * z ^ p.2)).re := by
    funext n
    rw [Complex.re_sum, legendreCos, sum_mul]
    refine sum_congr rfl fun p hp => ?_
    rw [Complex.mul_re]
    simp only [Complex.star_def, Complex.conj_re, Complex.conj_im, hre, him]
    rw [← mem_antidiagonal.mp hp, pow_add, sub_mul, Real.cos_sub]
    ring
  have hn : ‖1 - z‖ = √(1 - 2 * t * Real.cos g + t ^ 2) := by
    rw [← Real.sqrt_sq (norm_nonneg (1 - z)), Complex.sq_norm, Complex.normSq_apply]
    congr 1
    rw [Complex.sub_re, Complex.sub_im, Complex.one_re, Complex.one_im, hzd,
      Complex.re_ofReal_mul, Complex.im_ofReal_mul, Complex.exp_ofReal_mul_I_re,
      Complex.exp_ofReal_mul_I_im]
    linear_combination t ^ 2 * Real.sin_sq_add_cos_sq g
  rw [hfun, ← hn, one_div, ← norm_inv, ← coeff_series_sq hz, norm_mul, ← sq,
    ← Complex.normSq_eq_norm_sq, ← Complex.ofReal_re (Complex.normSq _), ← Complex.mul_conj]
  exact Complex.hasSum_re h
```

`HasSum` states that a series converges to the given value. Put $z=te^{ig}$ with $|t|<1$. Then
$$F(z)\overline{F(z)}=\sum_n t^n\sum_k c_kc_{n-k}e^{i(2k-n)g},$$
whose real part is $\sum_nP_n(\cos g)\,t^n$. The left side is also $|F(z)|^2=|F(z)^2|=1/|1-z|$, and
$$|1-z|^2=(1-t\cos g)^2+t^2\sin^2g=1-2t\cos g+t^2.$$
In the code, `hfun` is the real part and `hn` the modulus. This is the usual generating function of the Legendre polynomials, which identifies the cosine sums with them.

```lean
/-- The multipole series of a unit charge at `y` converges to `1 / ‖x - y‖` at every `x`
farther from the origin than `y`. -/
theorem coulomb_expansion {x y : E} (h : ‖y‖ < ‖x‖) :
    HasSum (fun n => ‖y‖ ^ n * legendreCos n (angle y x) / ‖x‖ ^ (n + 1)) (1 / ‖x - y‖) := by
  have hr : 0 < ‖x‖ := (norm_nonneg y).trans_lt h
  have hD : ‖x - y‖ ≠ 0 := norm_ne_zero_iff.mpr (sub_ne_zero.mpr (by
    rintro rfl
    exact lt_irrefl _ h))
  obtain ⟨t, ht⟩ : ∃ t, t = ‖y‖ / ‖x‖ := ⟨_, rfl⟩
  have e : t * ‖x‖ = ‖y‖ := by rw [ht, div_mul_cancel₀ _ hr.ne']
  have ht1 : |t| < 1 := by
    rwa [ht, abs_of_nonneg (by positivity), div_lt_one hr]
  -- law of cosines
  have hc : 1 - 2 * t * Real.cos (angle y x) + t ^ 2 = (‖x - y‖ / ‖x‖) ^ 2 := by
    have hi : inner ℝ x y = Real.cos (angle y x) * (‖y‖ * ‖x‖) := by
      rw [cos_angle_mul_norm_mul_norm, real_inner_comm]
    rw [div_pow, norm_sub_sq_real, hi, eq_div_iff (pow_ne_zero 2 hr.ne')]
    linear_combination (-2 * Real.cos (angle y x) * ‖x‖ + t * ‖x‖ + ‖y‖) * e
  have hg := (legendre_generating (angle y x) ht1).mul_left (1 / ‖x‖)
  have hv : 1 / ‖x‖ * (1 / (‖x - y‖ / ‖x‖)) = 1 / ‖x - y‖ := by field_simp
  rw [hc, Real.sqrt_sq (by positivity), hv] at hg
  have hf : (fun n => ‖y‖ ^ n * legendreCos n (angle y x) / ‖x‖ ^ (n + 1))
      = fun n => 1 / ‖x‖ * (legendreCos n (angle y x) * t ^ n) := by
    funext n
    rw [ht, div_pow, pow_succ]
    ring
  rw [hf]
  exact hg
```

For $\|y\|<r$, set $t=\|y\|/r$. The law of cosines (`hc`) gives $\|x-y\|^2=r^2(1-2t\cos g+t^2)$. Dividing the generating function by $r$ yields
$$\frac1{\|x-y\|}=\sum_{n=0}^\infty\frac{\|y\|^n}{r^{n+1}}P_n(\cos g).$$

```lean
/-- Multipole truncation error: if all charges lie within distance `a` of the origin and
`a < ‖x‖`, the expansion through order `p` misses the potential at `x` by at most
`Q (a/r)^(p+1) / (r - a)`, with `r = ‖x‖` and `Q = ∑ |q i|`. -/
theorem multipole_error_bound (q : ι → ℝ) (y : ι → E) {x : E} {a : ℝ}
    (hy : ∀ i, ‖y i‖ ≤ a) (ha : a < ‖x‖) (p : ℕ) :
    |potential q y x - multipole p q y x|
      ≤ (∑ i, |q i|) * (a / ‖x‖) ^ (p + 1) / (‖x‖ - a) := by
  have hsplit : potential q y x - multipole p q y x = ∑ i, q i * (1 / ‖x - y i‖ -
      ∑ n ∈ range (p + 1), ‖y i‖ ^ n * legendreCos n (angle (y i) x) / ‖x‖ ^ (n + 1)) := by
    unfold potential multipole
    rw [← sum_sub_distrib]
    refine sum_congr rfl fun i _ => ?_
    rw [mul_sub, mul_sum, mul_one_div]
    congr 1
    exact sum_congr rfl fun n _ => by ring
  rw [hsplit, mul_div_assoc, sum_mul]
  refine (abs_sum_le_sum_abs _ _).trans (sum_le_sum fun i _ => ?_)
  rw [abs_mul]
  refine mul_le_mul_of_nonneg_left ?_ (abs_nonneg _)
  -- geometric tail for a single charge
  have ha0 : 0 ≤ a := (norm_nonneg (y i)).trans (hy i)
  have hr : 0 < ‖x‖ := ha0.trans_lt ha
  have hb (n : ℕ) : ‖‖y i‖ ^ n * legendreCos n (angle (y i) x) / ‖x‖ ^ (n + 1)‖
      ≤ 1 / ‖x‖ * (a / ‖x‖) ^ n := by
    have hP := abs_legendreCos_le_one n (angle (y i) x)
    have hyi := hy i
    rw [Real.norm_eq_abs, abs_div, abs_mul, abs_of_nonneg (pow_nonneg (norm_nonneg (y i)) n),
      abs_of_pos (pow_pos hr (n + 1))]
    calc _ ≤ a ^ n * 1 / ‖x‖ ^ (n + 1) := by gcongr
      _ = 1 / ‖x‖ * (a / ‖x‖) ^ n := by
        rw [div_pow, pow_succ]
        ring
  have h := norm_sub_le_of_geometric_bound_of_hasSum ((div_lt_one hr).mpr ha) hb
    (coulomb_expansion ((hy i).trans_lt ha)) (p + 1)
  have hm : ‖x‖ * (1 - a / ‖x‖) = ‖x‖ - a := by
    rw [mul_sub, mul_one, mul_comm ‖x‖ (a / ‖x‖), div_mul_cancel₀ _ hr.ne']
  rw [Real.norm_eq_abs, abs_sub_comm] at h
  refine h.trans_eq ?_
  rw [← hm, mul_comm (1 / ‖x‖), mul_one_div, div_div]

end

end MultipoleTruncation
```

The hypotheses `hy` and `ha` say that all charges lie within distance $a$ of the origin and that $x$ lies farther out, $a<r$. `hsplit` writes the error as a sum over charges. For a unit charge, `hb` bounds the $n$th term by $a^n/r^{n+1}$, so the omitted terms contribute at most
$$\sum_{n=p+1}^\infty\frac{a^n}{r^{n+1}}=\frac1r\,\frac{(a/r)^{p+1}}{1-a/r}=\frac{(a/r)^{p+1}}{r-a}.$$
Multiplying by $|q_i|$ and summing with the triangle inequality gives the factor $Q$.

At the lowest order, $p=0$, the expansion is the total charge over $r$, and the bound is $Qa/(r(r-a))$. A single charge $q$ at distance $a$ on the ray from the origin through $x$ attains it, since its error is $|q|\big(\tfrac1{r-a}-\tfrac1r\big)$.

In fast multipole codes, a bound of this kind helps choose the order for a distant cluster of point charges. It covers truncation of the multipole expansion only: converting that expansion into a truncated local expansion about another centre can add a further error, as can rounding, and the sum here still visits every charge instead of using precomputed moments.

```lean
#print axioms MultipoleTruncation.multipole_error_bound
-- 'MultipoleTruncation.multipole_error_bound' depends on axioms: [propext, Classical.choice, Quot.sound]
```
